# A mean-zero potential can merge the levels of two uncoupled sites

The theorem `two_site_narrowing` concerns a single particle on two sites with no hopping, so that the Hamiltonian is a real diagonal matrix. With on-site energies 0 and 2 the set of levels is {0, 2}, and adding the potential 1, −1, whose mean is zero, leaves only the level 1. A level here is a real number E for which Hψ = Eψ has a nonzero solution ψ, which need not be normalised; since the levels form a set, the twofold degeneracy of the level 1 is not recorded. The proof first checks entry by entry that the summed matrix is the constant site potential 1, then uses `levels_sitePotential` to replace each set of levels by the range of the on-site energies, and finally computes the two ranges.

An attempt in Lean 4 with a fault in it:

```lean
import Mathlib

open Matrix
open scoped ComplexOrder

namespace TwoSiteNarrowing

variable {n : Type*} [Fintype n] [DecidableEq n]
variable {G : Type*} [AddCommGroup G] [Fintype G] [DecidableEq G]

/-- The real energy levels of a matrix `H`: the real numbers `E` for which `H ψ = E ψ` has a
nonzero solution. -/
def levels {n : Type*} [Fintype n] (H : Matrix n n ℂ) : Set ℝ :=
  {E | ∃ ψ : n → ℂ, ψ ≠ 0 ∧ H *ᵥ ψ = (E : ℂ) • ψ}

/-- The diagonal matrix of real on-site energies `V`. -/
def sitePotential {n : Type*} [DecidableEq n] (V : n → ℝ) : Matrix n n ℂ :=
  diagonal fun x => (V x : ℂ)

/-- A site potential multiplies the amplitude on each site by the energy of that site. -/
theorem sitePotential_mulVec (V : n → ℝ) (ψ : n → ℂ) :
    sitePotential V *ᵥ ψ = fun x => (V x : ℂ) * ψ x := by
  ext x
  simp [sitePotential, mulVec_diagonal]

/-- The levels of a site potential without hopping are exactly its on-site energies. -/
theorem levels_sitePotential (V : n → ℝ) : levels (sitePotential V) = Set.range V := by
  ext E
  constructor
  · rintro ⟨ψ, hψ, hE⟩
    obtain ⟨i, hi⟩ := Function.ne_iff.mp hψ
    rw [sitePotential_mulVec] at hE
    have h := congrFun hE i
    simp only [Pi.smul_apply, smul_eq_mul] at h
    exact ⟨i, Complex.ofReal_injective (mul_right_cancel₀ hi h)⟩
  · rintro ⟨i, rfl⟩
    refine ⟨Pi.single i 1, by simp, ?_⟩
    rw [sitePotential_mulVec]
    ext x
    by_cases h : x = i
    · subst h
      simp
    · simp [h]

/-- Two sites with energies 0 and 2 and no hopping have the levels 0 and 2; adding the mean-zero
potential 1, -1 leaves the single level 1. -/
theorem two_site_narrowing :
    levels (sitePotential ![(0 : ℝ), 2]) = {0, 2} ∧
      levels (sitePotential ![(0 : ℝ), 2] + sitePotential ![(1 : ℝ), -1]) = {1} := by
  have hs : sitePotential ![(0 : ℝ), 2] + sitePotential ![(1 : ℝ), -1] =
      sitePotential fun _ : Fin 2 => (1 : ℝ) := by
    ext i j
    fin_cases i <;> fin_cases j <;> norm_num [sitePotential]
  rw [hs, levels_sitePotential, levels_sitePotential]
  exact ⟨by simp [Matrix.range_cons, Matrix.range_empty], Set.range_const⟩

end TwoSiteNarrowing
```

Messages:

```
Main.lean:55:9: error: unsolved goals
hs : sitePotential ![0, 2] + sitePotential ![1, -1] = sitePotential fun x => 1
⊢ {2, 0} = {0, 2}
```

What went wrong. The error is in the first half of the final pair, where `simp` has to show that the range of `![0, 2]` is `{0, 2}`. It computes the range but stops at `{2, 0} = {0, 2}`. The two sides are the same set, but they are built by inserting the elements in different orders, and this `simp` call does not close the goal by exchanging them.

The lemmas `Matrix.range_cons` and `Matrix.range_empty` give the range as a union of singletons, in essence `{0} ∪ {2}`. The reversed order is what `Set.union_singleton` produces, since it inserts the right-hand element into the left-hand set; the message does not name the lemma used.

The repair uses `simp only` with a fixed list. `Set.union_empty` removes the empty set, and `Set.singleton_union` inserts the left-hand element into the right-hand set, giving `{0, 2}`, so both sides agree and the goal closes. Replacing `exact` by `refine` with a `?_` only moves this step to its own line; the second half, `Set.range_const`, is unchanged.

As a diff, the version that Lean accepts:

```diff
@@ -53,5 +53,6 @@
     fin_cases i <;> fin_cases j <;> norm_num [sitePotential]
   rw [hs, levels_sitePotential, levels_sitePotential]
-  exact ⟨by simp [Matrix.range_cons, Matrix.range_empty], Set.range_const⟩
+  refine ⟨?_, Set.range_const⟩
+  simp only [Matrix.range_cons, Matrix.range_empty, Set.union_empty, Set.singleton_union]
 
 end TwoSiteNarrowing
```
